# The McWeeny–Mizuno Formula for the Spin-Spin Expectation of a Determinant on Finite Sites

The many-electron state enters here only through its one-particle density matrix: the pair density is defined as a direct product minus exchange, as for a single determinant. Electrons occupy a finite set of sites, and there is no coherence between up and down spin. Write $P^a$ and $P^b$ for the Hermitian up-spin and down-spin blocks, and $Q=P^a-P^b$ for the spin density matrix.

Let $x,y$ label sites, and let $i,j=0,1,2$ label the Cartesian spin components, with $2$ along the quantisation axis. Spins are in units of $\hbar$. For a real coupling tensor $D(x,y)$, symmetric and traceless in $i,j$, the expectation of $\sum_{ij}D_{ij}(x,y)\,s_{1i}s_{2j}$ over ordered electron pairs is

$$\frac14\sum_{x,y}D_{22}(x,y)\left(Q_{xx}Q_{yy}-|Q_{xy}|^2\right).$$

The magnetic dipole interaction between separated electrons has such a tensor. For a single determinant and a site-diagonal coupling, the formula supplies the spin-spin expectation that enters calculations of zero-field splitting. Turning it into a splitting parameter also requires the principal axes of the splitting tensor, magnetic constants and a spin-dependent normalisation, which are not treated here.

## From spin traces to the spin density

Let $\gamma_{xy}=\mathrm{diag}(P^a_{xy},P^b_{xy})$. Contracting two spin matrices with the pair density gives

$$C_{ij}(x,y)=\mathrm{tr}(s_i\gamma_{xx})\,\mathrm{tr}(s_j\gamma_{yy})-\mathrm{tr}(s_i\gamma_{xy}s_j\gamma_{yx}).$$

Since $s_2$ is diagonal while $s_0$ and $s_1$ are off-diagonal,

$$C_{22}=\tfrac14\left(Q_{xx}Q_{yy}-P^a_{xy}P^a_{yx}-P^b_{xy}P^b_{yx}\right),$$

$$C_{00}=C_{11}=-\tfrac14\left(P^a_{xy}P^b_{yx}+P^b_{xy}P^a_{yx}\right).$$

Among the mixed components, $C_{02}$, $C_{12}$ and their transposes vanish, being traces of off-diagonal matrices. The remaining pair is

$$C_{01}=-C_{10}=\tfrac{\mathrm i}{4}\left(P^a_{xy}P^b_{yx}-P^b_{xy}P^a_{yx}\right),$$

where $\mathrm i$ is the imaginary unit. This pair cancels against a symmetric $D$. Tracelessness gives $D_{00}+D_{11}=-D_{22}$, so

$$\sum_{ij}D_{ij}C_{ij}=D_{22}(C_{22}-C_{00})=\tfrac14D_{22}\left(Q_{xx}Q_{yy}-Q_{xy}Q_{yx}\right).$$

Hermiticity turns $Q_{xy}Q_{yx}$ into $|Q_{xy}|^2$. The axial choice $D=w\,\mathrm{diag}(-1,-1,2)$ has $D_{22}=2w$, hence the prefactor $\tfrac12$.

Without tracelessness the formula fails. Take one site with $P^a=P^b=1$ and $D$ the identity. Then $Q=0$ and the right side vanishes, but the doubly occupied site is a singlet with $\mathbf s_1\cdot\mathbf s_2=-\tfrac34$, which gives $-\tfrac32$ over the two ordered pairs.

## Spin-orbitals and the pair density in Lean

A spin-orbital is an element of `X × Fin 2`, with up spin first.

```lean
import Mathlib

open Matrix

namespace SpinSpinZeroField

noncomputable section

variable {X : Type*}
```

The spin matrices are in units of $\hbar$. In the docstrings, the letters `x`, `y`, `z` on a spin operator, or naming a component of a spin correlation or of the coupling tensor, stand for the Cartesian components 0, 1, 2 and not for sites.

```lean
/-- The spin-1/2 operators `s_x, s_y, s_z` (indices 0, 1, 2) in units of ħ,
in the basis up, down. -/
def spin : Fin 3 → Matrix (Fin 2) (Fin 2) ℂ :=
  ![!![0, 1 / 2; 1 / 2, 0],
    !![0, -Complex.I / 2; Complex.I / 2, 0],
    !![1 / 2, 0; 0, -1 / 2]]
```

`density` is the block-diagonal $\gamma$.

```lean
/-- The one-particle density matrix on sites and spins with up-spin block `Pa`,
down-spin block `Pb` and no coherence between the two spins. -/
def density (Pa Pb : Matrix X X ℂ) : Matrix (X × Fin 2) (X × Fin 2) ℂ :=
  fun p q => !![Pa p.1 q.1, 0; 0, Pb p.1 q.1] p.2 q.2
```

`pairDensity` accepts any matrix. A determinant would also make $P^a$ and $P^b$ projectors, which the theorems do not require.

```lean
/-- The pair density matrix of a determinant, normalised to ordered pairs:
the direct product of one-particle densities minus exchange. -/
def pairDensity {ι : Type*} (γ : Matrix ι ι ℂ) (p q p' q' : ι) : ℂ :=
  γ p p' * γ q q' - γ p q' * γ q p'
```

`spinCorr` is $C_{ij}(x,y)$, and `spinSpin` sums it against $D$. Each electron pair is counted twice.

```lean
/-- The correlation of spin component `i` of one electron at site `x` with spin
component `j` of another electron at site `y`. -/
def spinCorr (γ : Matrix (X × Fin 2) (X × Fin 2) ℂ) (i j : Fin 3) (x y : X) : ℂ :=
  ∑ s, ∑ t, ∑ s', ∑ t',
    spin i s' s * spin j t' t * pairDensity γ (x, s) (y, t) (x, s') (y, t')

/-- The expectation, summed over ordered electron pairs, of the spin-spin coupling
`∑ D_ij(x,y) s1_i s2_j`. -/
def spinSpin [Fintype X] (D : X → X → Matrix (Fin 3) (Fin 3) ℝ)
    (γ : Matrix (X × Fin 2) (X × Fin 2) ℂ) : ℂ :=
  ∑ x, ∑ y, ∑ i, ∑ j, (D x y i j : ℂ) * spinCorr γ i j x y
```

For two orbitals the definition can be checked directly. The pair density is the determinant of a product of two $2\times2$ matrices, one holding orbital values and the other their conjugates, so it factorises into an amplitude and its conjugate. In Lean, `ring` verifies the expanded identity.

```lean
/-- For two orbitals `φ` and `χ` the pair density matrix is the antisymmetrised
two-electron amplitude times its complex conjugate. -/
theorem pairDensity_two_orbitals {ι : Type*} (φ χ : ι → ℂ) (p q p' q' : ι) :
    pairDensity (vecMulVec φ (star φ) + vecMulVec χ (star χ)) p q p' q' =
      (φ p * χ q - χ p * φ q) * star (φ p' * χ q' - χ p' * φ q') := by
  simp only [pairDensity, Matrix.add_apply, Matrix.vecMulVec_apply, Pi.star_apply,
    star_sub, star_mul]
  ring
```

## The spin correlations

In the next three lemmas `simp` expands the spin sums. The `yy` case also needs $\mathrm i^2=-1$, supplied by `Complex.I_sq`.

```lean
/-- Without coherence between up and down spin, the longitudinal spin correlation has a direct term
from the spin density and an exchange term between electrons of equal spin. -/
theorem spinCorr_zz (Pa Pb : Matrix X X ℂ) (x y : X) :
    spinCorr (density Pa Pb) 2 2 x y =
      ((Pa x x - Pb x x) * (Pa y y - Pb y y) - Pa x y * Pa y x - Pb x y * Pb y x) / 4 := by
  simp [spinCorr, spin, pairDensity, density, Fin.sum_univ_two]
  ring

/-- Without coherence between up and down spin, the `xx` spin correlation is pure exchange between
up-spin and down-spin densities. -/
theorem spinCorr_xx (Pa Pb : Matrix X X ℂ) (x y : X) :
    spinCorr (density Pa Pb) 0 0 x y = -(Pa x y * Pb y x + Pb x y * Pa y x) / 4 := by
  simp [spinCorr, spin, pairDensity, density, Fin.sum_univ_two]
  ring

/-- Without coherence between up and down spin, the `yy` spin correlation is pure exchange between
up-spin and down-spin densities. -/
theorem spinCorr_yy (Pa Pb : Matrix X X ℂ) (x y : X) :
    spinCorr (density Pa Pb) 1 1 x y = -(Pa x y * Pb y x + Pb x y * Pa y x) / 4 := by
  simp [spinCorr, spin, pairDensity, density, Fin.sum_univ_two]
  linear_combination ((Pa x y * Pb y x + Pb x y * Pa y x) / 4) * Complex.I_sq
```

The mixed components are checked case by case.

```lean
/-- Without coherence between up and down spin, the correlations of two different spin components
cancel when symmetrised. -/
theorem spinCorr_offdiag (Pa Pb : Matrix X X ℂ) (x y : X) (i j : Fin 3) (hij : i ≠ j) :
    spinCorr (density Pa Pb) i j x y + spinCorr (density Pa Pb) j i x y = 0 := by
  fin_cases i <;> fin_cases j <;>
    simp [spinCorr, spin, pairDensity, density, Fin.sum_univ_two] at hij ⊢ <;> ring
```

Hermiticity enters through this lemma.

```lean
/-- For a Hermitian matrix the exchange product `Q_xy Q_yx` is the squared modulus
of `Q_xy`. -/
theorem exchange_eq_norm_sq {Q : Matrix X X ℂ} (hQ : Q.IsHermitian) (x y : X) :
    Q x y * Q y x = ((‖Q x y‖ ^ 2 : ℝ) : ℂ) := by
  have h : Q y x = star (Q x y) := (hQ.apply y x).symm
  rw [h, Complex.star_def, Complex.mul_conj, Complex.normSq_eq_norm_sq]
```

## The tensor and axial formulas

The hypotheses `hsym` and `htr` concern the spin indices; $D(x,y)$ and $D(y,x)$ may differ. The final `linear_combination` adds the three cancelling mixed pairs and uses the zero trace `t'` to merge the exchange terms, as in the derivation above.

```lean
/-- McWeeny-Mizuno formula for a tensor coupling: for Hermitian spin blocks with no coherence
between them, and a symmetric traceless coupling tensor, the spin-spin expectation depends only on
the spin density matrix `Pa - Pb` and the `zz` component of the tensor. -/
theorem mcweeny_mizuno_tensor [Fintype X] {Pa Pb : Matrix X X ℂ}
    (hPa : Pa.IsHermitian) (hPb : Pb.IsHermitian)
    (D : X → X → Matrix (Fin 3) (Fin 3) ℝ)
    (hsym : ∀ x y, (D x y).IsSymm) (htr : ∀ x y, (D x y).trace = 0) :
    spinSpin D (density Pa Pb) = 1 / 4 * ∑ x, ∑ y, (D x y 2 2 : ℂ) *
      ((Pa - Pb) x x * (Pa - Pb) y y - ((‖(Pa - Pb) x y‖ ^ 2 : ℝ) : ℂ)) := by
  unfold spinSpin
  rw [Finset.mul_sum]
  refine Finset.sum_congr rfl fun x _ => ?_
  rw [Finset.mul_sum]
  refine Finset.sum_congr rfl fun y _ => ?_
  have s01 : D x y 1 0 = D x y 0 1 := (hsym x y).apply 0 1
  have s02 : D x y 2 0 = D x y 0 2 := (hsym x y).apply 0 2
  have s12 : D x y 2 1 = D x y 1 2 := (hsym x y).apply 1 2
  have t := htr x y
  rw [Matrix.trace_fin_three] at t
  have t' : (D x y 0 0 : ℂ) + (D x y 1 1 : ℂ) + (D x y 2 2 : ℂ) = 0 := by
    exact_mod_cast t
  have a01 := spinCorr_offdiag Pa Pb x y 0 1 (by decide)
  have a02 := spinCorr_offdiag Pa Pb x y 0 2 (by decide)
  have a12 := spinCorr_offdiag Pa Pb x y 1 2 (by decide)
  simp only [Fin.sum_univ_three]
  rw [s01, s02, s12, spinCorr_zz, spinCorr_xx, spinCorr_yy,
    ← exchange_eq_norm_sq (hPa.sub hPb) x y]
  simp only [Matrix.sub_apply]
  -- the vanishing trace merges transverse and longitudinal exchange
  linear_combination (D x y 0 1 : ℂ) * a01 + (D x y 0 2 : ℂ) * a02 +
    (D x y 1 2 : ℂ) * a12 - ((Pa x y * Pb y x + Pb x y * Pa y x) / 4) * t'
```

The axial version takes an arbitrary real weight `w` and follows from the same correlations by algebra.

```lean
/-- McWeeny-Mizuno formula: for Hermitian spin blocks with no coherence between them, the
ordered-pair expectation of `w(x,y) (2 s1z s2z - s1x s2x - s1y s2y)` is half the weighted sum of
`Q_xx Q_yy - |Q_xy|²` with `Q = Pa - Pb`. -/
theorem mcweeny_mizuno [Fintype X] {Pa Pb : Matrix X X ℂ}
    (hPa : Pa.IsHermitian) (hPb : Pb.IsHermitian) (w : X → X → ℝ) :
    ∑ x, ∑ y, (w x y : ℂ) * (2 * spinCorr (density Pa Pb) 2 2 x y
        - spinCorr (density Pa Pb) 0 0 x y - spinCorr (density Pa Pb) 1 1 x y) =
      1 / 2 * ∑ x, ∑ y, (w x y : ℂ) *
        ((Pa - Pb) x x * (Pa - Pb) y y - ((‖(Pa - Pb) x y‖ ^ 2 : ℝ) : ℂ)) := by
  rw [Finset.mul_sum]
  refine Finset.sum_congr rfl fun x _ => ?_
  rw [Finset.mul_sum]
  refine Finset.sum_congr rfl fun y _ => ?_
  rw [spinCorr_zz, spinCorr_xx, spinCorr_yy, ← exchange_eq_norm_sq (hPa.sub hPb) x y]
  simp only [Matrix.sub_apply]
  ring
```

## Two unpaired electrons, and one

Suppose $Q=uu^\dagger+vv^\dagger$, as when two up-spin electrons sit above a core of doubly occupied orbitals, which cancels in $Q$. The same determinant identity gives $Q_{xx}Q_{yy}-|Q_{xy}|^2=|u_xv_y-v_xu_y|^2$. For orthonormal $u,v$, the normalised amplitude is $\Psi_{xy}=(u_xv_y-v_xu_y)/\sqrt2$, and the expectation becomes $\sum_{x,y} w(x,y)|\Psi_{xy}|^2$.

```lean
/-- For Hermitian spin blocks with no coherence between them and spin density matrix `u u† + v v†`,
the ordered-pair expectation of `w(x,y) (2 s1z s2z - s1x s2x - s1y s2y)` is half the weighted sum of
`|u_x v_y - v_x u_y|²`. -/
theorem two_unpaired_electrons [Fintype X] {Pa Pb : Matrix X X ℂ}
    (hPa : Pa.IsHermitian) (hPb : Pb.IsHermitian) (w : X → X → ℝ) (u v : X → ℂ)
    (hQ : Pa - Pb = vecMulVec u (star u) + vecMulVec v (star v)) :
    ∑ x, ∑ y, (w x y : ℂ) * (2 * spinCorr (density Pa Pb) 2 2 x y
        - spinCorr (density Pa Pb) 0 0 x y - spinCorr (density Pa Pb) 1 1 x y) =
      1 / 2 * ∑ x, ∑ y, (w x y : ℂ) * ((‖u x * v y - v x * u y‖ ^ 2 : ℝ) : ℂ) := by
  rw [mcweeny_mizuno hPa hPb w]
  congr 1
  refine Finset.sum_congr rfl fun x _ => Finset.sum_congr rfl fun y _ => ?_
  -- write both squared moduli as products with the complex conjugate
  rw [← exchange_eq_norm_sq (hPa.sub hPb) x y, hQ, ← Complex.normSq_eq_norm_sq,
    ← Complex.mul_conj, ← Complex.star_def]
  simp only [Matrix.add_apply, Matrix.vecMulVec_apply, Pi.star_apply, star_sub, star_mul]
  ring
```

Setting $v=0$ makes the amplitude vanish, so a single unpaired orbital gives zero for every weight.

```lean
/-- For Hermitian spin blocks with no coherence between them and spin density matrix `u u†`, the
ordered-pair expectation of `w(x,y) (2 s1z s2z - s1x s2x - s1y s2y)` vanishes for every real weight
`w`. -/
theorem one_unpaired_electron [Fintype X] {Pa Pb : Matrix X X ℂ}
    (hPa : Pa.IsHermitian) (hPb : Pb.IsHermitian) (w : X → X → ℝ) (u : X → ℂ)
    (hQ : Pa - Pb = vecMulVec u (star u)) :
    ∑ x, ∑ y, (w x y : ℂ) * (2 * spinCorr (density Pa Pb) 2 2 x y
      - spinCorr (density Pa Pb) 0 0 x y - spinCorr (density Pa Pb) 1 1 x y) = 0 := by
  rw [two_unpaired_electrons hPa hPb w u 0 (by rw [hQ]; simp)]
  simp

end

end SpinSpinZeroField
```

```lean
#print axioms SpinSpinZeroField.pairDensity_two_orbitals
#print axioms SpinSpinZeroField.mcweeny_mizuno_tensor
#print axioms SpinSpinZeroField.mcweeny_mizuno
#print axioms SpinSpinZeroField.one_unpaired_electron
```

```
'SpinSpinZeroField.pairDensity_two_orbitals' depends on axioms: [propext, Classical.choice, Quot.sound]
'SpinSpinZeroField.mcweeny_mizuno_tensor' depends on axioms: [propext, Classical.choice, Quot.sound]
'SpinSpinZeroField.mcweeny_mizuno' depends on axioms: [propext, Classical.choice, Quot.sound]
'SpinSpinZeroField.one_unpaired_electron' depends on axioms: [propext, Classical.choice, Quot.sound]
```
